# The Gram determinant of the Cartesian unit vectors is one

The theorem `det_bondGram_cartesian` concerns d bonds in d-dimensional real space, each of unit length and each pointing along a different Cartesian axis. It states that the matrix of their inner products, whose entries are here the cosines of the angles between the bonds, has determinant one. The dimension d is any natural number. The attempt first shows, entry by entry, that this matrix is the identity, and then uses the fact that the identity has determinant one.

The first attempt, which Lean rejects:

```lean
import Mathlib

open Matrix

namespace BondAngleRedundancy

noncomputable section

/-- The matrix of inner products of `m` bond vectors in `d`-dimensional space. -/
def bondGram {m d : ℕ} (u : Fin m → Fin d → ℝ) : Matrix (Fin m) (Fin m) ℝ :=
  Matrix.of fun i j => u i ⬝ᵥ u j

/-- The `d` Cartesian unit vectors of `d`-dimensional space have a matrix of inner products with
determinant one. -/
theorem det_bondGram_cartesian (d : ℕ) :
    (bondGram (fun i : Fin d => (Pi.single i 1 : Fin d → ℝ))).det = 1 := by
  have h : bondGram (fun i : Fin d => (Pi.single i 1 : Fin d → ℝ)) = 1 := by
    ext i j
    simp [bondGram, Matrix.one_apply, Pi.single_apply]
  rw [h, Matrix.det_one]

end

end BondAngleRedundancy
```

Compiling this gives:

```
Main.lean:17:74: error: unsolved goals
d : ℕ
i j : Fin d
⊢ (if j = i then 1 else 0) = if i = j then 1 else 0
```

Cause. The message says that `simp` left a goal unproved in the step `h`. It had reduced the inner product of the i-th and j-th unit vectors to component j of the i-th vector, which `Pi.single_apply` writes as `if j = i then 1 else 0`. On the other side, `Matrix.one_apply` writes the identity's entry as `if i = j then 1 else 0`. The two are equal, but their conditions are written in opposite directions, and `simp` did not turn one round to match the other.

The repair splits the proof with `by_cases` on whether `i = j`, so that neither condition stays undecided. If the indices are equal, `subst` makes them the same variable and both sides are 1. If they differ, `hij` refutes `i = j` and `Ne.symm hij` refutes `j = i`, so both sides are 0. `Matrix.one_apply` is no longer needed, because in each case `simp` can evaluate the identity's entry directly.

Fix (accepted with no message):

```diff
@@ -17,5 +17,8 @@
   have h : bondGram (fun i : Fin d => (Pi.single i 1 : Fin d → ℝ)) = 1 := by
     ext i j
-    simp [bondGram, Matrix.one_apply, Pi.single_apply]
+    by_cases hij : i = j
+    · subst hij
+      simp [bondGram]
+    · simp [bondGram, Pi.single_apply, hij, Ne.symm hij]
   rw [h, Matrix.det_one]
 
```
